# The wavenumber integral of q log(1 − R e^(−2qD)) as a sum over round trips between two sheets, for constant R

Two sheets a distance D > 0 apart have a reflection product R, a real constant with |R| ≤ 1 that does not depend on the wavenumber q. The theorem `round_trip_sum` states that the integral of q log(1 − R e^(−2qD)) over all q > 0 equals −1/(4D²) times the sum of Rᵏ/k³ over k = 1, 2, 3, …, where k counts round trips between the sheets. It concerns this integral alone, with no physical prefactor and no sum or integral over frequency. The proof expands the logarithm in powers of R e^(−2qD), integrates each power separately, and justifies exchanging sum and integral by the convergence of the series of inverse cubes.

The first attempt, which Lean rejects:

```lean
import Mathlib

open MeasureTheory Set Filter Topology

namespace RoundTripSum

noncomputable section

/-- The series of inverse cubes converges. -/
lemma summable_cubes : Summable fun n : ℕ => 1 / ((n : ℝ) + 1) ^ 3 := by
  have h := (summable_nat_add_iff (f := fun n : ℕ => 1 / (n : ℝ) ^ 3) 1).2
    (Real.summable_one_div_nat_pow.2 (by norm_num))
  simpa only [Nat.cast_add, Nat.cast_one] using h

/-- For `a > 0`, the integral of `q exp(-a q)` over all wavenumbers `q > 0` is `1 / a²`. -/
theorem mode_integral {a : ℝ} (ha : 0 < a) :
    ∫ q in Ioi (0 : ℝ), q * Real.exp (-(a * q)) = 1 / a ^ 2 := by
  have h := Real.integral_rpow_mul_exp_neg_mul_Ioi (a := 2) (r := a) (by norm_num) ha
  have e : (2 : ℝ) - 1 = 1 := by norm_num
  rw [e, Real.Gamma_two] at h
  simp only [Real.rpow_one, mul_one] at h
  rw [h, Real.rpow_two, one_div_pow]

/-- For `a > 0`, the function `q exp(-a q)` is integrable over `q > 0`. -/
lemma mode_integrable {a : ℝ} (ha : 0 < a) :
    IntegrableOn (fun q : ℝ => q * Real.exp (-(a * q))) (Ioi 0) := by
  by_contra h
  have hpos : 1 / a ^ 2 ≠ 0 := by positivity
  exact hpos ((mode_integral ha).symm.trans (integral_undef h))

/-- For `D > 0` and a reflection product `R` with `|R| ≤ 1`, the wavenumber integral is a sum
over round trips between the sheets. -/
theorem round_trip_sum {D R : ℝ} (hD : 0 < D) (hR : |R| ≤ 1) :
    ∫ q in Ioi (0 : ℝ), q * Real.log (1 - R * Real.exp (-2 * q * D)) =
      -(∑' n : ℕ, R ^ (n + 1) / ((n : ℝ) + 1) ^ 3) / (4 * D ^ 2) := by
  -- `F n` is the contribution of `n + 1` round trips
  obtain ⟨F, hF⟩ : ∃ F : ℕ → ℝ → ℝ, ∀ n q, F n q =
      R ^ (n + 1) / ((n : ℝ) + 1) * (q * Real.exp (-(2 * D * ((n : ℝ) + 1) * q))) :=
    ⟨_, fun _ _ => rfl⟩
  have ha : ∀ n : ℕ, 0 < 2 * D * ((n : ℝ) + 1) := fun n => by positivity
  have alg : ∀ x m : ℝ, x / m * (1 / (2 * D * m) ^ 2) = x / m ^ 3 / (4 * D ^ 2) := by
    intro x m
    ring
  have hint : ∀ n, Integrable (F n) (volume.restrict (Ioi 0)) := fun n => by
    rw [funext (hF n)]
    exact Integrable.const_mul (mode_integrable (ha n)) _
  have hval : ∀ n, ∫ q in Ioi (0 : ℝ), F n q =
      R ^ (n + 1) / ((n : ℝ) + 1) ^ 3 / (4 * D ^ 2) := fun n => by
    simp only [hF]
    rw [integral_const_mul, mode_integral (ha n), alg]
  have hnorm : ∀ n, ∫ q in Ioi (0 : ℝ), ‖F n q‖ =
      |R| ^ (n + 1) / ((n : ℝ) + 1) ^ 3 / (4 * D ^ 2) := fun n => by
    have h : ∫ q in Ioi (0 : ℝ), ‖F n q‖ = ∫ q in Ioi (0 : ℝ),
        |R| ^ (n + 1) / ((n : ℝ) + 1) * (q * Real.exp (-(2 * D * ((n : ℝ) + 1) * q))) := by
      refine setIntegral_congr_fun measurableSet_Ioi fun q hq => ?_
      have hq' : 0 < q := hq
      have hn : (0 : ℝ) < (n : ℝ) + 1 := by positivity
      simp only [hF, norm_mul, norm_div, norm_pow, Real.norm_eq_abs, Real.abs_exp,
        abs_of_pos hq', abs_of_pos hn]
    rw [h, integral_const_mul, mode_integral (ha n), alg]
  have hS : Summable fun n => ∫ q in Ioi (0 : ℝ), ‖F n q‖ := by
    simp only [hnorm]
    apply Summable.div_const
    refine Summable.of_nonneg_of_le (fun n => by positivity) (fun n => ?_) summable_cubes
    gcongr
    exact pow_le_one₀ (abs_nonneg R) hR
  have key := hasSum_integral_of_summable_integral_norm hint hS
  -- expand the logarithm at each wavenumber
  have hlog : ∫ q in Ioi (0 : ℝ), q * Real.log (1 - R * Real.exp (-2 * q * D)) =
      ∫ q in Ioi (0 : ℝ), -(∑' n, F n q) := by
    refine setIntegral_congr_fun measurableSet_Ioi fun q hq => ?_
    have hq' : 0 < q := hq
    have he : Real.exp (-2 * q * D) < 1 :=
      Real.exp_lt_one (by nlinarith [mul_pos hq' hD])
    have hx : |R * Real.exp (-2 * q * D)| < 1 := by
      rw [abs_mul, Real.abs_exp]
      nlinarith [mul_le_mul_of_nonneg_right hR (Real.exp_pos (-2 * q * D)).le]
    have h := (Real.hasSum_pow_div_log_of_abs_lt_one hx).mul_left q
    have hterm : ∀ n : ℕ,
        q * ((R * Real.exp (-2 * q * D)) ^ (n + 1) / ((n : ℝ) + 1)) = F n q := by
      intro n
      rw [hF, mul_pow, ← Real.exp_nat_mul,
        show ((n + 1 : ℕ) : ℝ) * (-2 * q * D) = -(2 * D * ((n : ℝ) + 1) * q) by
          push_cast; ring]
      ring
    simp only [hterm] at h
    show q * Real.log (1 - R * Real.exp (-2 * q * D)) = -(∑' n, F n q)
    rw [h.tsum_eq]
    ring
  rw [hlog, integral_neg, ← key.tsum_eq]
  simp only [hval]
  rw [tsum_div_const, neg_div]

end

end RoundTripSum
```

Lean reports:

```
Main.lean:74:6: error(lean.unknownIdentifier): Unknown constant `Real.exp_lt_one`
```

Diagnosis. The message says that Lean knows no constant called `Real.exp_lt_one`. The proof calls on it for the step `he`, that e^(−2qD) is less than 1 when q and D are positive. The step is true, but the lemma cited for it does not exist under that name in the Mathlib being used.

The repair cites `Real.exp_lt_one_iff` instead, which says that the exponential of a real number is less than 1 if and only if the number is negative. Because this is an equivalence and not an implication, `.2` is added to select the direction needed, from a negative exponent to an exponential below 1. The argument that the exponent is negative, `nlinarith [mul_pos hq' hD]`, stays as it was.

The other two changes only touch comments and have no bearing on the error. One corrects a sign: the expansion of log(1 − x) has a minus sign in front, so the contribution of `n + 1` round trips to the integrand is `-F n`, not `F n`. The other notes why sum and integral may be exchanged.

Fix (accepted with no message):

```diff
@@ -34,5 +34,5 @@
     ∫ q in Ioi (0 : ℝ), q * Real.log (1 - R * Real.exp (-2 * q * D)) =
       -(∑' n : ℕ, R ^ (n + 1) / ((n : ℝ) + 1) ^ 3) / (4 * D ^ 2) := by
-  -- `F n` is the contribution of `n + 1` round trips
+  -- `-F n` is the contribution of `n + 1` round trips to the integrand
   obtain ⟨F, hF⟩ : ∃ F : ℕ → ℝ → ℝ, ∀ n q, F n q =
       R ^ (n + 1) / ((n : ℝ) + 1) * (q * Real.exp (-(2 * D * ((n : ℝ) + 1) * q))) :=
@@ -59,4 +59,5 @@
         abs_of_pos hq', abs_of_pos hn]
     rw [h, integral_const_mul, mode_integral (ha n), alg]
+  -- the round trips are absolutely summable, so sum and integral may be exchanged
   have hS : Summable fun n => ∫ q in Ioi (0 : ℝ), ‖F n q‖ := by
     simp only [hnorm]
@@ -72,5 +73,5 @@
     have hq' : 0 < q := hq
     have he : Real.exp (-2 * q * D) < 1 :=
-      Real.exp_lt_one (by nlinarith [mul_pos hq' hD])
+      Real.exp_lt_one_iff.2 (by nlinarith [mul_pos hq' hD])
     have hx : |R * Real.exp (-2 * q * D)| < 1 := by
       rw [abs_mul, Real.abs_exp]
```
